# The zero-temperature p-phonon factor exp(−S) S^p / p! is largest over S ≥ 0 exactly at S = p

## When stronger coupling slows the decay

Suppose that an electronic transition at zero temperature releases its energy as two phonons of a single displaced harmonic mode, and that a calculation of the electron–phonon coupling is revised from S = 2 to S = 4. At weak coupling the two-phonon probability grows like S^2, and a reader who carries that rule over to these values expects the nonradiative decay to become four times faster. If the electronic coupling is held fixed and doesn't depend on the vibrational coordinate, the decay in fact becomes slower: the vibrational factor drops from about 0.271 to about 0.147. The rule has been used beyond the coupling at which the trend reverses, and the error is in the sign of the trend as well as in its size.

The reversal happens where the coupling equals the number of phonons released.

## One displaced oscillator at zero temperature

Take a single vibrational mode that couples linearly to the electronic state. The initial and final electronic states then have harmonic potentials of the same frequency with shifted minima. The Huang–Rhys coupling S ≥ 0 is a dimensionless measure of the shift: it is the relaxation energy in units of the phonon energy. Let p be the number of phonons that bridge the energy gap between the minima of the two potentials, so that this gap is p times the phonon energy.

At zero temperature the system starts in the lowest vibrational level. The squared overlap of that level with the p-th vibrational level of the final state, counted from zero, is

F_p(S) = exp(−S) S^p / p!

In the Condon approximation, where the electronic matrix element doesn't depend on the vibrational coordinate, F_p(S) multiplies an electronic prefactor in the rate. The formula is taken here as the definition of the multiphonon factor; its derivation from oscillator wavefunctions is presupposed.

In this single-mode, zero-temperature model, with the gap held fixed at p ≥ 1 phonons, the result tells someone who computes S from electronic structure which way an error in S moves the predicted decay factor, provided that the correct and the erroneous value lie on the same side of S = p. If they lie on opposite sides, the two factors must be compared directly. At zero temperature, the same F_p(S) is the share of intensity in the p-th vibrational line of a core-level photoemission band, if the core hole only displaces one harmonic mode and the electronic transition amplitude is constant.

## The optimal coupling and the order of the peaks

The main statement, `isMaxOn_factor_iff`, reads as follows. Let p be any natural number, zero included, and let S₀ ≥ 0. Then F_p(S) ≤ F_p(S₀) holds for all S ≥ 0 if and only if S₀ = p. The maximum therefore exists, lies at S = p and is attained nowhere else in the physical range.

Three further statements describe the surroundings of this maximum.

- For S > 0, adding a phonon to the gap lowers the factor exactly when S < p + 1 and raises it exactly when S > p + 1.
- F_{p+1} increases strictly on 0 ≤ S ≤ p + 1 and decreases strictly for S ≥ p + 1.
- The peak value F_p(p) decreases strictly with p.

The last statement means that a larger gap, counted in phonons, has a smaller best possible factor even if the coupling is tuned afresh for each gap. The first peak values are 1, 0.368, 0.271 and 0.224 for p = 0, 1, 2 and 3. The theorem gives the order of these values and no rate at which they fall.

## Ratio, slope and tangent line

**One more phonon.** Since (p + 1)! = (p + 1) p!,

F_{p+1}(S) = exp(−S) S^(p+1) / (p + 1)! = [S / (p + 1)] F_p(S).

For S > 0 the factor F_p(S) is positive. Hence F_{p+1}(S) < F_p(S) exactly when S / (p + 1) < 1, which is S < p + 1. In the same way, F_{p+1}(S) > F_p(S) exactly when S > p + 1. The two curves cross at S = p + 1.

**The slope in S.** The product rule gives

dF_{p+1}/dS = −exp(−S) S^(p+1) / (p + 1)! + exp(−S) (p + 1) S^p / (p + 1)!

The first term is −F_{p+1}(S). In the second, (p + 1) / (p + 1)! = 1 / p!, so that term is F_p(S). Therefore

dF_{p+1}/dS = F_p(S) − F_{p+1}(S).

By the comparison above, the slope is positive for 0 < S < p + 1 and negative for S > p + 1. As F_{p+1} is continuous, it rises strictly on the closed interval from 0 to p + 1 and falls strictly from p + 1 onwards.

**A direct bound by the peak.** Let p ≥ 1, S ≥ 0 and S ≠ p. The exponential lies strictly above its tangent at zero, so 1 + x < exp(x) for every x ≠ 0. With x = S/p − 1 this becomes

S/p < exp(S/p − 1).

The left side is not negative, so raising both sides to the power p keeps the strict inequality:

S^p / p^p < exp(S − p).

Multiplication by p^p and by exp(−S) gives

exp(−S) S^p < exp(−p) p^p,

and division by p! gives F_p(S) < F_p(p).

For p = 0 the condition S ≠ p means S > 0, and the bound is exp(−S) < 1.

**The maximum.** Every S ≥ 0 either equals p or gives a strictly smaller factor, so S = p is a maximum. If some other S₀ ≥ 0 were also a maximum, then F_p(p) ≤ F_p(S₀), which contradicts F_p(S₀) < F_p(p).

**The peaks.** Put S = p + 1 in the ratio formula. The ratio is 1, and therefore

F_{p+1}(p + 1) = F_p(p + 1) < F_p(p).

The inequality is the bound just derived, used at S = p + 1 ≠ p. Repeating the step orders all the peaks.

## The zero-phonon line

For p = 0 the factor is F_0(S) = exp(−S). Its maximum over S ≥ 0 is at S = 0, where the two oscillators coincide and the overlap is 1. This maximum sits at the edge of the physical range and the slope there is −1, so a search for zeros of the derivative would miss it. The theorem includes this case, while the two monotonicity statements, which are indexed by p + 1, begin with one phonon.

## Why the coupling must be kept non-negative

A Huang–Rhys coupling is never negative, but the formula accepts any real number. At p = 2 and S = −2 it gives

F_2(−2) = 2 exp(2) ≈ 14.8,

while F_2(2) ≈ 0.271. For p = 2 the bound by the peak therefore fails if S may range over all real numbers.

The same number shows what `h₀` does in `isMaxOn_factor_iff`. The predicate `IsMaxOn` compares the value at S₀ with the values on the set, but doesn't require S₀ to belong to the set. Without `h₀`, the point S₀ = −2 would count as a maximum of F_2 over S ≥ 0, although it isn't equal to 2.

## The Lean file

```lean
import Mathlib

open Set

namespace MultiphononDecay

noncomputable section

/-- The zero-temperature multiphonon factor `exp(-S) S^p / p!` for a transition that
releases `p` phonons at Huang-Rhys coupling `S`. -/
def multiphononFactor (p : ℕ) (S : ℝ) : ℝ :=
  Real.exp (-S) * S ^ p / (p.factorial : ℝ)

/-- One more phonon in the gap multiplies the multiphonon factor by `S / (p + 1)`. -/
theorem factor_succ (p : ℕ) (S : ℝ) :
    multiphononFactor (p + 1) S = S / ((p : ℝ) + 1) * multiphononFactor p S := by
  unfold multiphononFactor
  rw [Nat.factorial_succ, div_mul_div_comm]
  push_cast
  ring

/-- At fixed coupling `S > 0`, an extra phonon lowers the factor exactly when `S < p + 1`
and raises it exactly when `S > p + 1`. -/
theorem extra_phonon_iff (p : ℕ) {S : ℝ} (hS : 0 < S) :
    (multiphononFactor (p + 1) S < multiphononFactor p S ↔ S < (p : ℝ) + 1) ∧
      (multiphononFactor p S < multiphononFactor (p + 1) S ↔ (p : ℝ) + 1 < S) := by
  have hF : 0 < multiphononFactor p S := by
    unfold multiphononFactor
    positivity
  have hp : (0 : ℝ) < (p : ℝ) + 1 := by positivity
  rw [factor_succ]
  constructor
  · rw [mul_lt_iff_lt_one_left hF, div_lt_one hp]
  · rw [lt_mul_iff_one_lt_left hF, one_lt_div hp]

/-- The response of the `(p + 1)`-phonon factor to a change of coupling is the difference
between the `p`-phonon and the `(p + 1)`-phonon factors. -/
theorem hasDerivAt_factor (p : ℕ) (S : ℝ) :
    HasDerivAt (multiphononFactor (p + 1))
      (multiphononFactor p S - multiphononFactor (p + 1) S) S := by
  have h := (((hasDerivAt_neg S).exp).fun_mul (hasDerivAt_pow (p + 1) S)).div_const
    ((p + 1).factorial : ℝ)
  refine HasDerivAt.congr_deriv h ?_
  have hf : (p.factorial : ℝ) ≠ 0 := by positivity
  have hf' : ((p + 1).factorial : ℝ) ≠ 0 := by positivity
  -- bring the p-phonon factor to the denominator (p + 1)!
  have key : multiphononFactor p S =
      Real.exp (-S) * (((p : ℝ) + 1) * S ^ p) / ((p + 1).factorial : ℝ) := by
    unfold multiphononFactor
    rw [div_eq_div_iff hf hf', Nat.factorial_succ]
    push_cast
    ring
  rw [key]
  unfold multiphononFactor
  simp only [Nat.add_sub_cancel]
  push_cast
  ring

/-- Weak coupling: the `(p + 1)`-phonon factor grows strictly with `S` for
`0 ≤ S ≤ p + 1`. -/
theorem strictMonoOn_weak_coupling (p : ℕ) :
    StrictMonoOn (multiphononFactor (p + 1)) (Icc 0 ((p : ℝ) + 1)) := by
  refine strictMonoOn_of_deriv_pos (convex_Icc _ _)
    (fun S _ => (hasDerivAt_factor p S).continuousAt.continuousWithinAt) ?_
  intro S hS
  rw [interior_Icc] at hS
  rw [(hasDerivAt_factor p S).deriv]
  exact sub_pos.2 ((extra_phonon_iff p hS.1).1.2 hS.2)

/-- Strong coupling: the `(p + 1)`-phonon factor falls strictly with `S` for
`S ≥ p + 1`. -/
theorem strictAntiOn_strong_coupling (p : ℕ) :
    StrictAntiOn (multiphononFactor (p + 1)) (Ici ((p : ℝ) + 1)) := by
  refine strictAntiOn_of_deriv_neg (convex_Ici _)
    (fun S _ => (hasDerivAt_factor p S).continuousAt.continuousWithinAt) ?_
  intro S hS
  rw [interior_Ici] at hS
  have hS' : (p : ℝ) + 1 < S := hS
  have hpos : 0 < S := lt_trans (by positivity) hS'
  rw [(hasDerivAt_factor p S).deriv]
  exact sub_neg.2 ((extra_phonon_iff p hpos).2.2 hS')

/-- Every coupling `S ≥ 0` other than `S = p` gives a strictly smaller `p`-phonon factor
than `S = p` does. -/
theorem factor_lt_peak (p : ℕ) {S : ℝ} (hS : 0 ≤ S) (hne : S ≠ (p : ℝ)) :
    multiphononFactor p S < multiphononFactor p (p : ℝ) := by
  rcases Nat.eq_zero_or_pos p with rfl | hp
  · have hpos : 0 < S := lt_of_le_of_ne hS (by simpa using hne.symm)
    simpa [multiphononFactor] using hpos
  · have hp' : (0 : ℝ) < (p : ℝ) := by exact_mod_cast hp
    have hx : S / (p : ℝ) - 1 ≠ 0 := by
      intro h
      exact hne ((div_eq_one_iff_eq hp'.ne').1 (sub_eq_zero.1 h))
    -- the exponential lies strictly above its tangent
    have h1 : S / (p : ℝ) < Real.exp (S / (p : ℝ) - 1) := by
      have := Real.add_one_lt_exp hx
      linarith
    have h2 := pow_lt_pow_left₀ h1 (by positivity) hp.ne'
    have h3 : (p : ℝ) * (S / (p : ℝ) - 1) = S - p := by
      rw [mul_sub, mul_div_cancel₀ S hp'.ne', mul_one]
    rw [← Real.exp_nat_mul, h3, div_pow, div_lt_iff₀ (pow_pos hp' p)] at h2
    -- multiply by exp(-S) and divide by p!
    have h4 : Real.exp (-S) * S ^ p < Real.exp (-(p : ℝ)) * (p : ℝ) ^ p := by
      calc Real.exp (-S) * S ^ p
          < Real.exp (-S) * (Real.exp (S - p) * (p : ℝ) ^ p) :=
            mul_lt_mul_of_pos_left h2 (Real.exp_pos _)
        _ = Real.exp (-(p : ℝ)) * (p : ℝ) ^ p := by
            rw [← mul_assoc, ← Real.exp_add]
            congr 2
            ring
    unfold multiphononFactor
    exact div_lt_div_of_pos_right h4 (by positivity)

/-- Optimal coupling: among all couplings `S ≥ 0`, the `p`-phonon factor is maximal at
`S₀` if and only if `S₀ = p`. -/
theorem isMaxOn_factor_iff (p : ℕ) {S₀ : ℝ} (h₀ : 0 ≤ S₀) :
    IsMaxOn (multiphononFactor p) (Ici 0) S₀ ↔ S₀ = (p : ℝ) := by
  constructor
  · intro h
    by_contra hne
    have h1 : multiphononFactor p (p : ℝ) ≤ multiphononFactor p S₀ :=
      h (mem_Ici.2 (Nat.cast_nonneg p))
    exact absurd (factor_lt_peak p h₀ hne) (not_lt_of_ge h1)
  · intro h S hS
    subst h
    change multiphononFactor p S ≤ multiphononFactor p (p : ℝ)
    rcases eq_or_ne S (p : ℝ) with h | h
    · rw [h]
    · exact (factor_lt_peak p hS h).le

/-- The peak value of the `p`-phonon factor, taken at `S = p`, decreases strictly as the
number of phonons grows. -/
theorem peak_strictAnti : StrictAnti (fun p : ℕ => multiphononFactor p (p : ℝ)) := by
  refine strictAnti_nat_of_succ_lt fun p => ?_
  -- the curves for p and p + 1 phonons cross at the peak of the latter
  have e : multiphononFactor (p + 1) ((p + 1 : ℕ) : ℝ) =
      multiphononFactor p ((p + 1 : ℕ) : ℝ) := by
    rw [factor_succ]
    push_cast
    rw [div_self (Nat.cast_add_one_ne_zero p), one_mul]
  change multiphononFactor (p + 1) ((p + 1 : ℕ) : ℝ) < multiphononFactor p (p : ℝ)
  rw [e]
  exact factor_lt_peak p (Nat.cast_nonneg _) (Nat.cast_injective.ne (Nat.succ_ne_self p))

end

end MultiphononDecay
```

```lean
#print axioms MultiphononDecay.extra_phonon_iff
#print axioms MultiphononDecay.strictMonoOn_weak_coupling
#print axioms MultiphononDecay.isMaxOn_factor_iff
#print axioms MultiphononDecay.peak_strictAnti
```

```
'MultiphononDecay.extra_phonon_iff' depends on axioms: [propext, Classical.choice, Quot.sound]
'MultiphononDecay.strictMonoOn_weak_coupling' depends on axioms: [propext, Classical.choice, Quot.sound]
'MultiphononDecay.isMaxOn_factor_iff' depends on axioms: [propext, Classical.choice, Quot.sound]
'MultiphononDecay.peak_strictAnti' depends on axioms: [propext, Classical.choice, Quot.sound]
```

## How the Lean objects match the model

The function `multiphononFactor` is F_p(S), with `p : ℕ` for the phonon number and `S : ℝ` for the coupling. The type of `p` builds in the assumption that the gap is a whole number of phonon energies. The expression `(p : ℝ)` is the same phonon number read as a real number, which is needed to compare it with S.

The set `Ici 0` is the half-line S ≥ 0, and `Icc 0 ((p : ℝ) + 1)` is the closed interval from 0 to p + 1. `StrictMonoOn` and `StrictAntiOn` mean strictly increasing and strictly decreasing on the given set. The names of the two monotonicity theorems use "weak" and "strong" coupling relative to the phonon number: the dividing line for F_{p+1} is S = p + 1, not S = 1.

The model leaves out thermal phonons, several modes, frequency changes between the electronic states and anharmonicity. It also leaves out any dependence of the electronic prefactor on S or on the vibrational coordinate. With either dependence, the maximum of the full rate can lie elsewhere.

## How the lemmas fit together

There are two strands. The ratio and the derivative give the monotonicity theorems, while the tangent-line bound gives the maximum without using the derivative. The order of the peaks combines the bound with the ratio.

`factor_succ` is the ratio formula. It rewrites (p + 1)! as (p + 1) p!, merges the two fractions on the right, and leaves the remaining identity to `ring`.

`extra_phonon_iff` first records in `hF` that F_p(S) is positive, which is where S > 0 enters. After the rewrite by `factor_succ`, each comparison has the common factor F_p(S) on both sides. The lemmas `mul_lt_iff_lt_one_left` and `lt_mul_iff_one_lt_left` cancel it, and the comparison of S / (p + 1) with 1 becomes one of S with p + 1.

`hasDerivAt_factor` builds the derivative in `h` from the exponential, the power and the constant denominator. `HasDerivAt.congr_deriv` then reduces the claim to an equality between that expression and F_p(S) − F_{p+1}(S). The step `key` writes F_p(S) over the denominator (p + 1)!, after which the two sides agree by algebra. This derivative formula holds for every real S.

`strictMonoOn_weak_coupling` and `strictAntiOn_strong_coupling` apply the standard criteria for a function with a derivative of fixed sign. These ask for a convex set, continuity on it and the sign of the derivative in its interior. The interior of the closed interval excludes S = 0, so `extra_phonon_iff` can be applied at every point where the sign is needed.

`factor_lt_peak` is the tangent-line argument. It splits off p = 0 with `rcases`. For positive p, `hx` states that S/p − 1 is not zero, `h1` is the tangent inequality and `h2` is its p-th power. The identity `h3`, together with `Real.exp_nat_mul`, turns the power of the exponential into exp(S − p). The `calc` block in `h4` multiplies by exp(−S) and combines the exponentials, and the last line divides by p!.

`isMaxOn_factor_iff` proves its two directions separately. In the forward direction it assumes that S₀ is a maximum different from p. Comparing with the admissible coupling S = p gives `h1`, which contradicts `factor_lt_peak`. In the reverse direction it treats S = p and S ≠ p in turn, with equality in the first case and the strict bound in the second.

`peak_strictAnti` needs only neighbouring phonon numbers, because `strictAnti_nat_of_succ_lt` extends the comparison to all pairs. The equation `e` is the crossing of the curves for p and p + 1 phonons at S = p + 1. After rewriting with it, both sides are values of the same function F_p, and `factor_lt_peak` finishes the comparison.
